# Bargmann's criterion: a central potential with weak enough attraction gives no compactly supported radial function a negative energy

The absence of bound states can be stated for a Hamiltonian operator, as a property of its spectrum, or for an energy functional, as a property of trial functions. The Lean file below takes the second course. A particle of mass $m$ moves in a central potential $V(r)$ with angular momentum $l$, and its wave function is $\frac{u(r)}{r}Y$, where $Y$ is a spherical harmonic of degree $l$. The theorems say that, if the attractive part of the potential is weak enough, the energy of $u$ is not negative for any $u$ that is real, continuously differentiable and zero both near the origin and beyond some radius.

Exact bound-state functions have tails and reach the origin, so they are not in this class themselves. Carrying the result over to the spectrum would take a Hamiltonian defined through this energy functional and an approximation argument.

Units are such that $\hbar^2/2m=1$, and the potential appears as $U=2mV/\hbar^2$.

## Radial functions and their energy

```lean
import Mathlib

open MeasureTheory Set Filter Topology

namespace BargmannCriterion

noncomputable section
```

This loads the mathematical library Mathlib and makes its names for integrals, sets and limits available.

```lean
/-- A reduced radial wave function: real, continuously differentiable, with compact support
inside the open half-line `r > 0`. -/
structure IsRadial (u : ℝ → ℝ) : Prop where
  smooth : ContDiff ℝ 1 u
  compact : HasCompactSupport u
  support_pos : tsupport u ⊆ Ioi 0
```

`IsRadial u` is a statement about a function `u` from the reals to the reals, made of three conditions. `ContDiff ℝ 1 u` says that $u$ is $C^1$. `tsupport u` is the closure of the set where $u\neq0$; it must be compact and lie in `Ioi 0`, the open half-line $(0,\infty)$. Normalisation is not required.

```lean
/-- Radial plus centrifugal kinetic energy density `u'² + l(l+1) u²/s²` at radius `s > 0`,
in units with `ħ²/2m = 1`. -/
def density (l : ℕ) (u : ℝ → ℝ) (s : ℝ) : ℝ :=
  deriv u s ^ 2 + (l : ℝ) * (l + 1) * (u s / s) ^ 2
```

At radius $s$ the density is

$$u'(s)^2+l(l+1)\frac{u(s)^2}{s^2},$$

the radial plus the centrifugal term. `deriv u s` is $u'(s)$, and `(l : ℝ)` is the natural number $l$ read as a real number.

```lean
/-- The kinetic energy `Q(u)` in the channel of angular momentum `l`. -/
def kinetic (l : ℕ) (u : ℝ → ℝ) : ℝ := ∫ s in Ioi 0, density l u s
```

This is $Q(u)=\int_0^\infty\left(u'^2+l(l+1)u^2/s^2\right)ds$.

```lean
/-- The strength of the attractive part of a potential: the integral of `s max(-U(s), 0)`. -/
def attraction (U : ℝ → ℝ) : ℝ := ∫ s in Ioi 0, s * max (-U s) 0
```

Write $U_-(s)=\max(-U(s),0)$ for the attractive part of the potential. The definition is then $A=\int_0^\infty s\,U_-(s)\,ds$, a dimensionless number to which repulsive regions contribute nothing. Lean assigns the value 0 to an integral that does not converge, so the theorems below assume separately that this one does.

```lean
/-- The energy functional: kinetic energy `Q(u)` plus the integral of `U u²`. -/
def energy (l : ℕ) (U u : ℝ → ℝ) : ℝ := kinetic l u + ∫ s in Ioi 0, U s * u s ^ 2
```

The energy functional is $E(u)=Q(u)+\int_0^\infty U u^2\,ds$. For nonzero $u$, the expectation value of the energy in the normalised state is $E(u)/\int_0^\infty u^2\,ds$, which has the same sign.

```lean
/-- The square well of depth `g` and radius `R`. -/
def squareWell (g R : ℝ) : ℝ → ℝ := (Ioc 0 R).indicator fun _ => -g
```

`Ioc 0 R` is the interval $(0,R]$, and `indicator` keeps a function on a set and puts zero elsewhere. The well therefore equals $-g$ up to radius $R$ and $0$ outside.

```lean
variable {l : ℕ} {u U : ℝ → ℝ}

/-- The kinetic energy density is nonnegative. -/
theorem density_nonneg (l : ℕ) (u : ℝ → ℝ) (s : ℝ) : 0 ≤ density l u s := by
  unfold density
  positivity
```

The first line declares letters for later use. The theorem then states that the density is never negative. It is a sum of squares with nonnegative coefficients, which the tactic `positivity` recognises.

```lean
/-- For a reduced radial wave function the kinetic energy density is continuous and integrable. -/
theorem density_regular (hu : IsRadial u) (l : ℕ) :
    Continuous (density l u) ∧ Integrable (density l u) := by
  have hz : ∀ x, x ∉ tsupport u → u =ᶠ[𝓝 x] fun _ => (0 : ℝ) :=
    fun x hx => notMem_tsupport_iff_eventuallyEq.mp hx
  -- `u / s` is continuous even at the origin, because `u` vanishes nearby
  have hdiv : Continuous fun s => u s / s := by
    rw [continuous_iff_continuousAt]
    intro s
    by_cases hs : s = 0
    · subst hs
      have h1 := hz 0 fun h => lt_irrefl (0 : ℝ) (hu.support_pos h)
      have h2 : (fun s => u s / s) =ᶠ[𝓝 0] fun _ => (0 : ℝ) := by
        filter_upwards [h1] with s hs
        simp [hs]
      exact continuousAt_const.congr h2.symm
    · exact hu.smooth.continuous.continuousAt.div continuousAt_id hs
  have hc : Continuous (density l u) :=
    ((hu.smooth.continuous_deriv (by norm_num)).pow 2).add (continuous_const.mul (hdiv.pow 2))
  refine ⟨hc, hc.integrable_of_hasCompactSupport
    (HasCompactSupport.intro hu.compact.isCompact fun x hx => ?_)⟩
  have h1 : deriv u x = 0 := (hz x hx).deriv_eq.trans (deriv_const x 0)
  have h2 : u x = 0 := (hz x hx).eq_of_nhds
  simp [density, h1, h2]
```

The name `hu` stands for the assumption that $u$ is a radial function in the sense above. The conclusion is that the density is continuous and integrable, so $Q(u)$ is a genuine finite number.

The only doubtful point is $u/s$ at $s=0$. Since $u$ vanishes in a neighbourhood of the origin, so does $u/s$, and continuity follows. Outside the support both $u$ and $u'$ are zero, so the density has compact support, and a continuous function with compact support is integrable.

## A pointwise bound from completing the square

```lean
/-- Completing the square: for a reduced radial wave function `u` and a real number `a` with
`a² - a = l(l+1)`, the kinetic energy stored between radii `0 < p ≤ q` is at least the difference of
the boundary terms `a u²/s`. -/
theorem boundary_le_integral (hu : IsRadial u) {a p q : ℝ}
    (ha : a ^ 2 - a = (l : ℝ) * (l + 1)) (hp : 0 < p) (hpq : p ≤ q) :
    a * u q ^ 2 / q - a * u p ^ 2 / p ≤ ∫ s in p..q, density l u s := by
  have hne : ∀ s ∈ uIcc p q, s ≠ 0 := by
    intro s hs
    rw [uIcc_of_le hpq] at hs
    exact (hp.trans_le hs.1).ne'
  have hderiv : ∀ s ∈ uIcc p q, HasDerivAt (fun s => a * u s ^ 2 / s)
      (2 * a * deriv u s * (u s / s) - a * (u s / s) ^ 2) s := by
    intro s hs
    have hs0 := hne s hs
    have h := (hu.smooth.differentiable (by norm_num) s).hasDerivAt
    have h2 : HasDerivAt (fun s => u s ^ 2) (2 * u s * deriv u s) s := by
      simpa using h.fun_pow 2
    exact ((h2.const_mul a).fun_div (hasDerivAt_id' s) hs0).congr_deriv
      (by field_simp)
  have hdiv : ContinuousOn (fun s => u s / s) (uIcc p q) :=
    hu.smooth.continuous.continuousOn.div continuousOn_id hne
  have hd : Continuous (deriv u) := hu.smooth.continuous_deriv (by norm_num)
  have hint : IntervalIntegrable
      (fun s => 2 * a * deriv u s * (u s / s) - a * (u s / s) ^ 2) volume p q :=
    (((continuous_const.mul hd).continuousOn.mul hdiv).sub
      (continuousOn_const.mul (hdiv.pow 2))).intervalIntegrable
  have ftc : ∫ s in p..q, (2 * a * deriv u s * (u s / s) - a * (u s / s) ^ 2)
      = a * u q ^ 2 / q - a * u p ^ 2 / p :=
    intervalIntegral.integral_eq_sub_of_hasDerivAt hderiv hint
  rw [← ftc]
  apply intervalIntegral.integral_mono_on hpq hint
    ((density_regular hu l).1.intervalIntegrable _ _)
  intro s _
  -- the difference of the integrands is `(u' - a u/s)²`
  simp only [density]
  rw [← ha]
  nlinarith [sq_nonneg (deriv u s - a * (u s / s))]
```

Let $a$ be a real number with $a^2-a=l(l+1)$, and let $0<p\le q$. The claim is

$$\frac{a\,u(q)^2}{q}-\frac{a\,u(p)^2}{p}\;\le\;\int_p^q\left(u'^2+l(l+1)\frac{u^2}{s^2}\right)ds.$$

By hand, differentiate the boundary term:

$$\frac{d}{ds}\frac{a u^2}{s}=\frac{2a\,u u'}{s}-\frac{a u^2}{s^2}.$$

Subtract this from the density, with $l(l+1)$ replaced by $a^2-a$:

$$u'^2-\frac{2a\,uu'}{s}+\frac{a^2u^2}{s^2}=\left(u'-\frac{a u}{s}\right)^2\ge0.$$

Integrating from $p$ to $q$ gives the claim.

In the proof, `hderiv` is the derivative and `ftc` is its integral by the fundamental theorem of calculus. `integral_mono_on` reduces the comparison of integrals to one of integrands, and `nlinarith` settles that one when handed the square.

```lean
/-- Pointwise bound: at every radius `r > 0` a reduced radial wave function obeys
`u(r)² ≤ r Q(u) / (2l+1)`. -/
theorem sq_le_kinetic (hu : IsRadial u) (l : ℕ) {r : ℝ} (hr : 0 < r) :
    u r ^ 2 ≤ r / (2 * l + 1) * kinetic l u := by
  -- radii `p ≤ r ≤ R` at which the wave function vanishes
  obtain ⟨p, hp, hpr, hup⟩ : ∃ p, 0 < p ∧ p ≤ r ∧ u p = 0 := by
    have h1 : ∀ᶠ x in 𝓝 (0 : ℝ), u x = 0 := notMem_tsupport_iff_eventuallyEq.mp
      fun h => lt_irrefl (0 : ℝ) (hu.support_pos h)
    obtain ⟨ε, hε, h⟩ := Metric.eventually_nhds_iff.mp h1
    have hp : 0 < min (ε / 2) r := lt_min (by linarith) hr
    refine ⟨min (ε / 2) r, hp, min_le_right _ _, h ?_⟩
    rw [Real.dist_eq, sub_zero, abs_of_pos hp]
    linarith [min_le_left (ε / 2) r]
  obtain ⟨R, hrR, huR⟩ : ∃ R, r ≤ R ∧ u R = 0 := by
    obtain ⟨B, hB⟩ := hu.compact.isCompact.bddAbove
    refine ⟨max (B + 1) r, le_max_right _ _, image_eq_zero_of_notMem_tsupport fun h => ?_⟩
    linarith [hB h, le_max_left (B + 1) r]
  obtain ⟨hc, hi⟩ := density_regular hu l
  -- inner region with `a = l + 1`, outer region with `a = -l`
  have h1 := boundary_le_integral (l := l) hu (a := (l : ℝ) + 1) (by ring) hp hpr
  have h2 := boundary_le_integral (l := l) hu (a := -(l : ℝ)) (by ring) hr hrR
  have e1 : ((l : ℝ) + 1) * u p ^ 2 / p = 0 := by simp [hup]
  have e2 : -(l : ℝ) * u R ^ 2 / R = 0 := by simp [huR]
  have hadd := intervalIntegral.integral_add_adjacent_intervals
    (hc.intervalIntegrable (μ := volume) p r) (hc.intervalIntegrable (μ := volume) r R)
  have h3 : ∫ s in p..R, density l u s ≤ kinetic l u := by
    rw [intervalIntegral.integral_of_le (hpr.trans hrR)]
    have hsub : Ioc p R ⊆ Ioi 0 := fun s hs => hp.trans hs.1
    exact setIntegral_mono_set hi.integrableOn
      (Eventually.of_forall fun s => density_nonneg l u s) hsub.eventuallyLE
  have h4 : (2 * (l : ℝ) + 1) * (u r ^ 2 / r) ≤ kinetic l u := by
    have e3 : (2 * (l : ℝ) + 1) * (u r ^ 2 / r)
        = ((l : ℝ) + 1) * u r ^ 2 / r - -(l : ℝ) * u r ^ 2 / r := by ring
    linarith
  have hl : (2 * (l : ℝ) + 1) ≠ 0 := by positivity
  calc u r ^ 2 = r / (2 * l + 1) * ((2 * (l : ℝ) + 1) * (u r ^ 2 / r)) := by field_simp
    _ ≤ r / (2 * l + 1) * kinetic l u := mul_le_mul_of_nonneg_left h4 (by positivity)
```

For every $r>0$,

$$u(r)^2\le\frac{r}{2l+1}\,Q(u).$$

The condition $a^2-a=l(l+1)$ has two solutions, $a=l+1$ and $a=-l$, and the argument uses both. Choose radii $p\le r\le R$ with $p>0$ and $u(p)=u(R)=0$; they exist because $u$ vanishes near the origin and far out. (This $R$ has nothing to do with the well.) Take $a=l+1$ on the inner interval and $a=-l$ on the outer one, and write $\rho$ for the density:

$$\int_p^r\rho\,ds\ge\frac{(l+1)u(r)^2}{r},\qquad \int_r^R\rho\,ds\ge\frac{l\,u(r)^2}{r}.$$

The sum of the two integrals is at most $Q(u)$, because the density is nonnegative. Hence $(2l+1)u(r)^2/r\le Q(u)$, and multiplication by $r/(2l+1)$ finishes the argument.

The two `obtain` steps produce $p$ and $R$, `h1` and `h2` are the two estimates, `h3` compares the integral over $[p,R]$ with $Q(u)$, and `h4` is the summed inequality.

## From the bound to the energy

```lean
/-- For a locally integrable potential whose attraction integral converges, the energy of a reduced
radial wave function is at least the fraction `1 - attraction/(2l+1)` of the kinetic energy. -/
theorem energy_ge (hu : IsRadial u) (l : ℕ) (hU : LocallyIntegrableOn U (Ioi 0))
    (hA : IntegrableOn (fun s => s * max (-U s) 0) (Ioi 0)) :
    (1 - attraction U / (2 * l + 1)) * kinetic l u ≤ energy l U u := by
  -- the potential energy integral converges, since `u` lives on a compact set
  have hint : IntegrableOn (fun s => U s * u s ^ 2) (Ioi 0) := by
    have hK := (hU.integrableOn_compact_subset hu.support_pos
      hu.compact.isCompact).mul_continuousOn
      (hu.smooth.continuous.pow 2).continuousOn hu.compact.isCompact
    have hsub : Function.support (fun s => U s * u s ^ 2) ⊆ tsupport u := by
      intro s hs
      by_contra h
      exact Function.mem_support.mp hs (by simp [image_eq_zero_of_notMem_tsupport h])
    exact ((integrableOn_iff_integrable_of_support_subset hsub).mp hK).integrableOn
  have key : ∫ s in Ioi 0, -(kinetic l u / (2 * l + 1)) * (s * max (-U s) 0)
      ≤ ∫ s in Ioi 0, U s * u s ^ 2 := by
    refine setIntegral_mono_on (hA.const_mul _) hint measurableSet_Ioi fun s hs => ?_
    have h1 := mul_le_mul_of_nonneg_right (le_max_left (-U s) 0) (sq_nonneg (u s))
    have h2 := mul_le_mul_of_nonneg_left (sq_le_kinetic hu l hs) (le_max_right (-U s) 0)
    have e : -(kinetic l u / (2 * l + 1)) * (s * max (-U s) 0)
        = -(max (-U s) 0 * (s / (2 * l + 1) * kinetic l u)) := by ring
    linarith
  rw [integral_const_mul] at key
  have e : (1 - attraction U / (2 * l + 1)) * kinetic l u
      = kinetic l u + -(kinetic l u / (2 * l + 1)) * attraction U := by ring
  rw [e]
  unfold energy attraction
  linarith
```

The statement is

$$\left(1-\frac{A}{2l+1}\right)Q(u)\le E(u).$$

There are two assumptions on the potential. `hU` says that $U$ is integrable on every compact part of $(0,\infty)$, which leaves room for a strongly singular repulsive core at the origin. `hA` says that the integral $A$ converges. Physically, the attraction must be of short range and not too singular at the origin; an attractive Coulomb potential fails, since $s\cdot\frac1s$ is not integrable at infinity.

By hand, start from $U\ge-U_-$ and insert the pointwise bound at radius $s$:

$$U(s)u(s)^2\ge-U_-(s)u(s)^2\ge-\frac{Q(u)}{2l+1}\,s\,U_-(s).$$

Integrating over $s$ gives $\int_0^\infty Uu^2\,ds\ge-\frac{A}{2l+1}Q(u)$, and adding $Q(u)$ to both sides gives the result.

In Lean, `hint` shows that the potential energy integral converges, because $u$ lives on a compact set where $U$ is integrable. `key` is the integrated inequality, and the remaining lines rearrange it.

```lean
/-- **Bargmann's criterion**: if a locally integrable potential has a convergent attraction
integral of at most `2l+1`, no reduced radial wave function has negative energy in channel `l`. -/
theorem bargmann (hu : IsRadial u) (l : ℕ) (hU : LocallyIntegrableOn U (Ioi 0))
    (hA : IntegrableOn (fun s => s * max (-U s) 0) (Ioi 0))
    (hweak : attraction U ≤ 2 * l + 1) : 0 ≤ energy l U u := by
  have hK : 0 ≤ kinetic l u := integral_nonneg fun s => density_nonneg l u s
  have h1 : attraction U / (2 * l + 1) ≤ 1 := (div_le_one (by positivity)).mpr hweak
  exact (mul_nonneg (sub_nonneg.mpr h1) hK).trans (energy_ge hu l hU hA)
```

If in addition $A\le2l+1$, then $E(u)\ge0$. The factor $1-A/(2l+1)$ is nonnegative and so is $Q(u)$; hence their product is nonnegative, and it bounds the energy from below. A condition $\int_0^\infty s|U|\,ds\le2l+1$ is stronger than the one needed here, since $U_-\le|U|$.

For $A>2l+1$ the theorem is silent: it neither produces a bound state nor limits how many there are, as Bargmann's inequality for the number of bound states does. It also leaves aside the question of a bound state at exactly zero energy.

For one particle in a fixed central potential, this gives a check on variational calculations: if $A\le2l+1$, a negative energy computed for a trial function of this class signals an error in the calculation.

## The square well

```lean
/-- A square well of depth `g ≥ 0` and radius `R ≥ 0` with `g R² ≤ 2(2l+1)` gives no reduced
radial wave function a negative energy in channel `l`. -/
theorem squareWell_energy_nonneg (hu : IsRadial u) (l : ℕ) {g R : ℝ} (hg : 0 ≤ g) (hR : 0 ≤ R)
    (hweak : g * R ^ 2 ≤ 2 * (2 * l + 1)) : 0 ≤ energy l (squareWell g R) u := by
  have hf : (fun s => s * max (-squareWell g R s) 0) = (Ioc 0 R).indicator fun s => g * s := by
    funext s
    simp only [squareWell]
    by_cases h : s ∈ Ioc 0 R
    · rw [indicator_of_mem h, indicator_of_mem h, neg_neg, max_eq_left hg]
      ring
    · rw [indicator_of_notMem h, indicator_of_notMem h]
      simp
  have hwell : Integrable (squareWell g R) :=
    (continuous_const.integrableOn_Ioc).integrable_indicator measurableSet_Ioc
  have hlin : IntegrableOn (fun s : ℝ => g * s) (Ioc 0 R) :=
    (continuous_const.mul continuous_id).integrableOn_Ioc
  -- the attraction integral of the well is `g R² / 2`
  have hval : attraction (squareWell g R) = g * R ^ 2 / 2 := by
    unfold attraction
    rw [hf, setIntegral_indicator measurableSet_Ioc, inter_eq_right.mpr Ioc_subset_Ioi_self,
      ← intervalIntegral.integral_of_le hR, intervalIntegral.integral_const_mul, integral_id]
    ring
  refine bargmann hu l (hwell.locallyIntegrable.locallyIntegrableOn _) ?_ ?_
  · rw [hf]
    exact (hlin.integrable_indicator measurableSet_Ioc).integrableOn
  · rw [hval]
    linarith

end

end BargmannCriterion
```

For a well of depth $g\ge0$ and radius $R\ge0$,

$$A=\int_0^R g\,s\,ds=\frac{gR^2}{2}.$$

The condition $A\le2l+1$ becomes $gR^2\le2(2l+1)$. With $V_0$ the depth in ordinary energy units, $g=2mV_0/\hbar^2$, and the condition reads $mV_0R^2/\hbar^2\le2l+1$. Under it, no radial function of the class has negative energy in channel $l$.

The proof follows the same computation. `hf` identifies the integrand as $gs$ inside the well and zero outside, and `hval` evaluates the integral. The theorem `bargmann` is then applied, and the last two steps supply its assumptions that $A$ converges and that $A\le2l+1$.

```lean
#print axioms BargmannCriterion.bargmann
#print axioms BargmannCriterion.squareWell_energy_nonneg
```

```
'BargmannCriterion.bargmann' depends on axioms: [propext, Classical.choice, Quot.sound]
'BargmannCriterion.squareWell_energy_nonneg' depends on axioms: [propext, Classical.choice, Quot.sound]
```
